# The relaxation error of spin purification for harmonic singlet and triplet surfaces with a common Hessian

A ΔSCF calculation of an open-shell singlet promotes one electron and converges a single determinant with one spin-up and one spin-down electron in different orbitals. That determinant is a mixture of singlet and triplet. The usual repair is spin purification: double its energy and subtract the energy of the triplet. At a fixed geometry this returns the singlet energy, provided that the mixed energy is the average of the other two. For an adiabatic excitation energy, however, one may optimise the mixed determinant and the triplet each to its own minimum, and the two numbers then in general belong to different molecular geometries. How far is the result from the energy of the relaxed singlet?

Let $S$ and $T$ be the singlet and triplet energies as functions of the nuclear coordinates $x$. Suppose that both are quadratic with the same positive definite Hessian $M$, that their minima lie at $a$ and $b$, and write $d=a-b$. Then

$$2\min\tfrac{S+T}{2}-\min T=\min S+\tfrac14\langle d,Md\rangle .$$

The purified energy is too high by a quarter of $\langle d,Md\rangle$, and it is never too low. Each assumption behind this formula does a separate job.

## Harmonic surfaces in finitely many coordinates

Near a minimum, a potential energy surface is approximated by its second-order expansion. Taking that expansion as the whole surface gives

$$S(x)=s+\tfrac12\langle x-a,M(x-a)\rangle,\qquad T(x)=t+\tfrac12\langle x-b,M(x-b)\rangle,$$

where $s$ and $t$ are the energies at the two centres. The coordinates are indexed by a finite type `n`, and a geometry is a function `n → ℝ`.

```lean
import Mathlib

open Matrix

namespace DeltaSCFPurification

noncomputable section

variable {n : Type*} [Fintype n]
```

The quadratic form has its own name, `strain`. It carries no factor $\tfrac12$, so it is twice the elastic energy of a displacement.

```lean
/-- The quadratic form `⟨u, M u⟩` of a displacement `u` with Hessian `M`. -/
def strain (M : Matrix n n ℝ) (u : n → ℝ) : ℝ := u ⬝ᵥ M *ᵥ u
```

The surface $S$ is then `harmonic M a s`, and $T$ is `harmonic M b t`.

```lean
/-- The harmonic energy surface with Hessian `M`, centre `a` and energy `e` at the centre. -/
def harmonic (M : Matrix n n ℝ) (a : n → ℝ) (e : ℝ) (x : n → ℝ) : ℝ :=
  e + strain M (x - a) / 2
```

By hand, the quadratic form allows the square to be completed; in the proof, it turns the same step into a polynomial identity. Without harmonicity the formula for the excess can fail. In one dimension take $S(x)=\tfrac12(x-1)^2+(x-1)^4$ and $T(x)=\tfrac12(x+1)^2+(x+1)^4$. Both minima are zero, both second derivatives at the minimum are $1$, and $d=2$, so the formula would predict an excess of $1$. The average of the two surfaces has its minimum at $x=0$ with value $\tfrac32$, and the actual excess is $3$.

## A mixed energy that is the average of singlet and triplet

Two electrons of opposite spin in two orthogonal spatial orbitals, outside closed shells, form a determinant that is an equal-weight superposition of a singlet and the $M_s=0$ triplet. A spin-free Hamiltonian does not couple the two, and it gives the three triplet components the same energy. With common spatial orbitals, the energy of the determinant is therefore $(S+T)/2$. This relation enters as a definition.

```lean
/-- The mixed-determinant energy: the average of singlet and triplet at the same geometry. -/
def mixed {X : Type*} (S T : X → ℝ) (x : X) : ℝ := (S x + T x) / 2
```

The derivation uses it whenever the mixed surface is written out, and the proofs do so by unfolding `mixed`. An approximate density functional, or orbitals optimised separately for each state, need not respect it. If the computed mixed energy lay below the average by a constant $\delta>0$, the purified energy would drop by $2\delta$, and for $a=b$ it would fall below the relaxed singlet.

## Two separate relaxations

The relaxed energy here means the lowest value of a surface. It is written as an infimum, which is meaningful for surfaces bounded below. On a harmonic surface with positive definite Hessian this is the energy that a converged geometry optimisation finds; on a surface with several minima, an optimisation may stop at a higher one.

```lean
/-- The relaxed energy of a surface that is bounded below: its infimum over all geometries. -/
def relaxed {X : Type*} (E : X → ℝ) : ℝ := ⨅ x, E x
```

The purified energy contains two such infima, one for the mixed surface and one for the triplet. Nothing forces them to be reached at the same geometry.

```lean
/-- The spin-purified singlet energy, with the mixed determinant and the triplet relaxed
separately, for surfaces that are bounded below. -/
def purified {X : Type*} (S T : X → ℝ) : ℝ := 2 * relaxed (mixed S T) - relaxed T
```

For the harmonic model, the geometry that matters is the midpoint $m=\tfrac12(a+b)$.

```lean
/-- The geometry halfway between `a` and `b`. -/
def halfway (a b : n → ℝ) : n → ℝ := (1 / 2 : ℝ) • (a + b)
```

What changes when both energies are taken at one geometry is worked out at the end, once the minimum of the mixed surface is known.

## A positive definite Hessian

Positive definiteness says that every distortion away from the minimum costs energy: there are no imaginary frequencies and no free directions. In particular, overall translations and rotations must have been removed from the coordinates. In Lean this is `M.PosDef`, which for a real matrix also includes symmetry, as befits a Hessian.

```lean
/-- For a positive definite Hessian, every nonzero displacement has a positive quadratic form. -/
theorem strain_pos {M : Matrix n n ℝ} (hM : M.PosDef) {u : n → ℝ} (hu : u ≠ 0) :
    0 < strain M u := by
  have h := hM.dotProduct_mulVec_pos hu
  rw [star_trivial] at h
  exact h
```

By hand, $\langle x-a,M(x-a)\rangle\ge 0$ gives $S(x)\ge s$, while $S(a)=s$. Hence $\min S=s$, and likewise $\min T=t$. The lemma `harmonic_isLeast` contains both halves: the value $e$ is taken at the centre, and no value lies below it. The case distinction on `x - a = 0` is there because `strain_pos` speaks only of nonzero displacements.

```lean
/-- A harmonic surface with positive definite Hessian attains its minimum, and the minimum is
the energy at its centre. -/
theorem harmonic_isLeast {M : Matrix n n ℝ} (hM : M.PosDef) (a : n → ℝ) (e : ℝ) :
    IsLeast (Set.range (harmonic M a e)) e := by
  refine ⟨⟨a, by simp [harmonic, strain]⟩, ?_⟩
  rintro _ ⟨x, rfl⟩
  have h : 0 ≤ strain M (x - a) := by
    by_cases hx : x - a = 0
    · simp [hx, strain]
    · exact (strain_pos hM hx).le
  unfold harmonic
  linarith
```

A least element of a set of values is also its infimum, so the relaxed energy equals the energy at the centre.

```lean
/-- The relaxed energy of a harmonic surface with positive definite Hessian is the energy at
its centre. -/
theorem relaxed_harmonic {M : Matrix n n ℝ} (hM : M.PosDef) (a : n → ℝ) (e : ℝ) :
    relaxed (harmonic M a e) = e :=
  (harmonic_isLeast hM a e).csInf_eq
```

Two one-dimensional examples show what the condition prevents. With $M=-1$ the surfaces have no lower bound, and there is no relaxed energy to compare. With $M=0$ the surfaces are flat and the excess vanishes for every choice of $a$ and $b$, so an exact purified energy no longer implies equal geometries. That conclusion therefore needs more than a positive semidefinite Hessian.

## The same Hessian for both states

A common $M$ means that singlet and triplet have the same force constants and differ only in where their minima lie and how high. This is the displaced-oscillator picture. It is a model assumption: even two states that come from the same orbital promotion can have different force constants.

The midpoint does the work by hand. Put $y=x-m$. Since $a=m+\tfrac12d$ and $b=m-\tfrac12d$, we have $x-a=y-\tfrac12d$ and $x-b=y+\tfrac12d$. Expanding both quadratic forms and adding them gives

$$\langle y-\tfrac12d,M(y-\tfrac12d)\rangle+\langle y+\tfrac12d,M(y+\tfrac12d)\rangle=2\langle y,My\rangle+\tfrac12\langle d,Md\rangle,$$

because the cross terms have opposite signs and cancel. The average of the surfaces contains this sum with the factor $\tfrac14$:

$$\frac{S(x)+T(x)}{2}=\frac{s+t}{2}+\tfrac18\langle d,Md\rangle+\tfrac12\langle x-m,M(x-m)\rangle .$$

The mixed surface is again harmonic with Hessian $M$. It is centred at $m$, and its minimum lies $\tfrac18\langle d,Md\rangle$ above the average of the two separate minima.

```lean
/-- The average of two harmonic surfaces with common Hessian is harmonic with the same Hessian,
centred halfway between them and raised by one eighth of `⟨d, M d⟩`, where `d = a - b`. -/
theorem mixed_harmonic (M : Matrix n n ℝ) (a b : n → ℝ) (s t : ℝ) :
    mixed (harmonic M a s) (harmonic M b t) =
      harmonic M (halfway a b) ((s + t) / 2 + strain M (a - b) / 8) := by
  funext x
  -- expand every quadratic form into products of `x`, `a` and `b`
  simp only [mixed, harmonic, halfway, strain, Matrix.mulVec_sub, Matrix.mulVec_add,
    Matrix.mulVec_smul, sub_dotProduct, dotProduct_sub, add_dotProduct, dotProduct_add,
    smul_dotProduct, dotProduct_smul, smul_eq_mul]
  ring
```

The theorem states this as an equality of functions. After `funext x`, the `simp only` call expands every quadratic form into products of `x`, `a` and `b`, and `ring` collects them, which includes the cancellation of the cross terms. Positive definiteness is not needed here.

With unequal force constants the cancellation is lost. Take $S(x)=\tfrac12x^2$ and $T(x)=\tfrac32(x-1)^2$, with force constants $1$ and $3$. The average is stationary where $x+3(x-1)=0$, at $x=\tfrac34$, and its value there is $\tfrac3{16}$. The excess is $\tfrac38$, whereas a quarter of the force constant times $d^2$ would be $\tfrac14$ with the singlet value, $\tfrac34$ with the triplet value and $\tfrac12$ with their mean.

## Surfaces that are bounded below

The sign of the error needs much less than the harmonic model. Keep the mixed energy equal to the average of singlet and triplet, as in the definition of `mixed`, and suppose only that both surfaces have a lower bound. Let $S_0$ and $T_0$ be their infima. At every $x$ we have $S(x)\ge S_0$ and $T(x)\ge T_0$, so the average is at least $\tfrac12(S_0+T_0)$ everywhere, and so is its infimum. Doubling and subtracting $T_0$ leaves at least $S_0$.

```lean
/-- For any singlet and triplet surfaces that are bounded below, harmonic or not, separately
relaxed spin purification never underestimates the relaxed singlet energy. -/
theorem relaxed_le_purified {X : Type*} [Nonempty X] (S T : X → ℝ)
    (hS : BddBelow (Set.range S)) (hT : BddBelow (Set.range T)) :
    relaxed S ≤ purified S T := by
  -- the infimum of the average is at least the average of the infima
  have h : (relaxed S + relaxed T) / 2 ≤ relaxed (mixed S T) := by
    refine le_ciInf fun x => ?_
    have h1 : relaxed S ≤ S x := ciInf_le hS x
    have h2 : relaxed T ≤ T x := ciInf_le hT x
    show _ ≤ (S x + T x) / 2
    linarith
  unfold purified
  linarith
```

Here `X` is any nonempty set of configurations, and the surfaces may be anharmonic or have several minima. In the proof, `ciInf_le` supplies the two pointwise inequalities, and this is where `hS` and `hT` are used. Then `le_ciInf` passes from every `x` to the infimum, and `linarith` does the remaining arithmetic.

Without a lower bound on the triplet the inequality can fail. For $S(x)=1$ and $T(x)=-x^2$ neither the mixed nor the triplet surface has a minimum, so the purified energy has no physical meaning; Lean assigns the value $0$ to both infima, and the purified energy becomes $0$, below the singlet value $1$.

## The excess and when it vanishes

Inserting the minima found above gives

$$2\left[\frac{s+t}{2}+\tfrac18\langle d,Md\rangle\right]-t=s+\tfrac14\langle d,Md\rangle .$$

```lean
/-- For harmonic singlet and triplet surfaces with common positive definite Hessian `M` and
minima displaced by `d = a - b`, separately relaxed spin purification exceeds the relaxed
singlet energy by exactly `⟨d, M d⟩ / 4`, and so never underestimates it. -/
theorem purified_harmonic {M : Matrix n n ℝ} (hM : M.PosDef) (a b : n → ℝ) (s t : ℝ) :
    purified (harmonic M a s) (harmonic M b t) =
        relaxed (harmonic M a s) + strain M (a - b) / 4 ∧
      relaxed (harmonic M a s) ≤ purified (harmonic M a s) (harmonic M b t) := by
  constructor
  · unfold purified
    rw [mixed_harmonic, relaxed_harmonic hM, relaxed_harmonic hM, relaxed_harmonic hM]
    ring
  · exact relaxed_le_purified _ _ ⟨s, (harmonic_isLeast hM a s).2⟩
      ⟨t, (harmonic_isLeast hM b t).2⟩
```

The first part of the theorem is this line. The proof replaces the mixed surface by its harmonic form, applies `relaxed_harmonic` to the three relaxed energies, and finishes with `ring`. The second part, the inequality, follows from the general bound, with `harmonic_isLeast` providing the lower bounds $s$ and $t$.

If the purified energy equals the relaxed singlet energy, then $\langle d,Md\rangle=0$, and positive definiteness forces $d=0$. Conversely, for $a=b$ the excess is zero.

```lean
/-- For harmonic surfaces with common positive definite Hessian, separately relaxed spin
purification is exact if and only if singlet and triplet have the same equilibrium geometry. -/
theorem purified_exact_iff {M : Matrix n n ℝ} (hM : M.PosDef) (a b : n → ℝ) (s t : ℝ) :
    purified (harmonic M a s) (harmonic M b t) = relaxed (harmonic M a s) ↔ a = b := by
  rw [(purified_harmonic hM a b s t).1]
  constructor
  · intro h
    by_contra hab
    have hpos := strain_pos hM (sub_ne_zero.2 hab)
    linarith
  · rintro rfl
    simp [strain]
```

The proof of the forward direction assumes $a\neq b$, obtains a positive strain from `strain_pos`, and reaches a contradiction.

## Both energies at the mixed minimum

Now give up the separate relaxation: optimise the mixed determinant only, and evaluate the triplet at that same geometry, the midpoint $m$. At any single geometry, twice the average minus $T$ is just $S$, so the result is

$$S(m)=s+\tfrac12\langle \tfrac12d,M\,\tfrac12d\rangle=s+\tfrac18\langle d,Md\rangle .$$

(Here $m-a=-\tfrac12d$, and the sign disappears in the quadratic form.) The error is halved. The other half of the original excess was $T(m)-T(b)$, the energy that the triplet releases by relaxing from $m$ to $b$: since the triplet energy is subtracted, lowering it raises the purified energy by the same amount.

```lean
/-- For harmonic surfaces with common positive definite Hessian, the halfway geometry minimizes
the mixed-determinant energy, and purification with both energies taken there exceeds the
relaxed singlet energy by `⟨d, M d⟩ / 8`, where `d = a - b`. -/
theorem purified_at_mixed_minimum {M : Matrix n n ℝ} (hM : M.PosDef) (a b : n → ℝ) (s t : ℝ) :
    mixed (harmonic M a s) (harmonic M b t) (halfway a b) =
        relaxed (mixed (harmonic M a s) (harmonic M b t)) ∧
      2 * mixed (harmonic M a s) (harmonic M b t) (halfway a b) -
          harmonic M b t (halfway a b) =
        relaxed (harmonic M a s) + strain M (a - b) / 8 := by
  constructor
  · rw [mixed_harmonic, relaxed_harmonic hM]
    simp [harmonic, strain]
  · rw [relaxed_harmonic hM]
    -- both sides are polynomials in the products of `a` and `b`
    simp only [mixed, harmonic, halfway, strain, Matrix.mulVec_sub, Matrix.mulVec_add,
      Matrix.mulVec_smul, sub_dotProduct, dotProduct_sub, add_dotProduct, dotProduct_add,
      smul_dotProduct, dotProduct_smul, smul_eq_mul]
    ring

end

end DeltaSCFPurification
```

The first part says that `halfway a b` attains the relaxed mixed energy, and the second gives the purified value there. As before, the second part is proved by expanding the quadratic forms and calling `ring`.

In a calculation this looks as follows. Take one stretching coordinate with an invented force constant of $40\ \mathrm{eV/Å^2}$, minima $0.1\ \mathrm{Å}$ apart, and relaxed energies of $3.00$ eV for the singlet and $2.60$ eV for the triplet, so that $\langle d,Md\rangle=0.40$ eV.

- Optimising the open-shell determinant ends at the midpoint, with energy $2.80+0.05=2.85$ eV.
- Optimising the triplet gives $2.60$ eV, and the purified energy is $5.70-2.60=3.10$ eV, which is $0.10$ eV too high.
- A single-point triplet calculation at the midpoint gives $2.65$ eV, and the purified energy is $3.05$ eV, which is $0.05$ eV too high.

For adiabatic ΔSCF excitation energies, within this harmonic model with equal force constants, the choice of geometry for the triplet thus changes the answer by $\tfrac18\langle d,Md\rangle$. The energy aimed at is a difference between potential energy minima, without zero-point vibration.

```lean
#print axioms DeltaSCFPurification.purified_harmonic
#print axioms DeltaSCFPurification.purified_exact_iff
#print axioms DeltaSCFPurification.purified_at_mixed_minimum
```

```
'DeltaSCFPurification.purified_harmonic' depends on axioms: [propext, Classical.choice, Quot.sound]
'DeltaSCFPurification.purified_exact_iff' depends on axioms: [propext, Classical.choice, Quot.sound]
'DeltaSCFPurification.purified_at_mixed_minimum' depends on axioms: [propext, Classical.choice, Quot.sound]
```
